# A contact exciton with a momentum cutoff has exactly one binding energy if the attraction is strong enough

The failing theorem, `existsUnique_isBound`, concerns one electron–hole pair bound by a contact attraction, in `n + 1` dimensions and with a finite momentum cutoff `L`. A scaled binding energy is a number b > 0 for which the coupling `g` times the integral of kⁿ/(k² + b) from 0 to `L` equals one. The theorem says that if `g` and `L` are positive and this product is at least one at some positive energy `b₀`, then there is exactly one such b. For existence, the proof shows that the product is at most one at b = g·Lⁿ⁺¹ and applies the intermediate value theorem in the logarithm of b; uniqueness follows because the integral strictly decreases as b grows.

The first attempt, which Lean rejects:

```lean
import Mathlib

namespace ContactExciton

noncomputable section

/-- The radial momentum integral of `k ^ n / (k ^ 2 + b)` up to the cutoff `L`;
the power `n` is the spatial dimension minus one. -/
def pairIntegral (n : ℕ) (L b : ℝ) : ℝ := ∫ k in (0 : ℝ)..L, k ^ n / (k ^ 2 + b)

/-- The number `b` is a (scaled) binding energy of the contact exciton in dimension `n + 1`:
it is positive and solves the bound-state equation with coupling `g` and cutoff `L`. -/
def IsBound (n : ℕ) (g L b : ℝ) : Prop := 0 < b ∧ g * pairIntegral n L b = 1

/-- For positive binding energy the integrand is a continuous function of momentum. -/
theorem continuous_integrand (n : ℕ) {b : ℝ} (hb : 0 < b) :
    Continuous fun k : ℝ => k ^ n / (k ^ 2 + b) :=
  Continuous.div (by fun_prop) (by fun_prop) (fun k => (by positivity : k ^ 2 + b ≠ 0))

/-- The momentum integral decreases strictly as the binding energy grows. -/
theorem pairIntegral_strictAnti (n : ℕ) {L b c : ℝ} (hL : 0 < L) (hb : 0 < b) (hbc : b < c) :
    pairIntegral n L c < pairIntegral n L b := by
  have hc : 0 < c := hb.trans hbc
  unfold pairIntegral
  apply intervalIntegral.integral_lt_integral_of_continuousOn_of_le_of_exists_lt hL
    (continuous_integrand n hc).continuousOn (continuous_integrand n hb).continuousOn
  · intro k hk
    have hk0 : 0 < k := hk.1
    exact div_le_div_of_nonneg_left (by positivity) (by positivity) (by linarith)
  · exact ⟨L, ⟨hL.le, le_rfl⟩,
      div_lt_div_of_pos_left (by positivity) (by positivity) (by linarith)⟩

/-- If the coupling times the momentum integral reaches one at some positive energy, there is
exactly one binding energy. -/
theorem existsUnique_isBound (n : ℕ) {g L b₀ : ℝ} (hg : 0 < g) (hL : 0 < L) (hb₀ : 0 < b₀)
    (h : 1 ≤ g * pairIntegral n L b₀) : ∃! b, IsBound n g L b := by
  -- continuity in the logarithm of the binding energy
  have hF : Continuous fun t : ℝ => g * pairIntegral n L (Real.exp t) := by
    unfold pairIntegral
    refine continuous_const.mul
      (intervalIntegral.continuous_parametric_intervalIntegral_of_continuous'
        (f := fun t k : ℝ => k ^ n / (k ^ 2 + Real.exp t)) ?_ 0 L)
    show Continuous fun p : ℝ × ℝ => p.2 ^ n / (p.2 ^ 2 + Real.exp p.1)
    exact Continuous.div (by fun_prop) (by fun_prop)
      (fun p => (by positivity : p.2 ^ 2 + Real.exp p.1 ≠ 0))
  -- at large binding energy the left-hand side is at most one
  have hB : 0 < g * (L * L ^ n) := by positivity
  have hlarge : g * pairIntegral n L (g * (L * L ^ n)) ≤ 1 := by
    have h1 : pairIntegral n L (g * (L * L ^ n)) ≤ L * (L ^ n / (g * (L * L ^ n))) := by
      have h2 := intervalIntegral.integral_mono_on hL.le
        ((continuous_integrand n hB).intervalIntegrable 0 L)
        ((continuous_const (y := L ^ n / (g * (L * L ^ n)))).intervalIntegrable 0 L)
        (fun k hk => div_le_div₀ (by positivity) (pow_le_pow_left₀ hk.1 hk.2 n) hB
          (by linarith [sq_nonneg k]))
      rw [intervalIntegral.integral_const, sub_zero, smul_eq_mul] at h2
      exact h2
    calc g * pairIntegral n L (g * (L * L ^ n))
        ≤ g * (L * (L ^ n / (g * (L * L ^ n)))) := mul_le_mul_of_nonneg_left h1 hg.le
      _ = (g * (L * L ^ n)) / (g * (L * L ^ n)) := by ring
      _ = 1 := div_self hB.ne'
      _ ≤ 1 := le_rfl
  obtain ⟨t, ht⟩ := mem_range_of_exists_le_of_exists_ge hF
    ⟨Real.log (g * (L * L ^ n)), by simpa only [Real.exp_log hB] using hlarge⟩
    ⟨Real.log b₀, by simpa only [Real.exp_log hb₀] using h⟩
  refine ⟨Real.exp t, ⟨Real.exp_pos t, ht⟩, ?_⟩
  -- strict monotonicity excludes a second solution
  intro c hc
  have ht' : g * pairIntegral n L (Real.exp t) = 1 := ht
  rcases lt_trichotomy c (Real.exp t) with hlt | heq | hgt
  · have h3 := mul_lt_mul_of_pos_left (pairIntegral_strictAnti n hL hc.1 hlt) hg
    exact absurd h3 (by rw [hc.2, ht']; exact lt_irrefl 1)
  · exact heq
  · have h3 := mul_lt_mul_of_pos_left (pairIntegral_strictAnti n hL (Real.exp_pos t) hgt) hg
    exact absurd h3 (by rw [hc.2, ht']; exact lt_irrefl 1)

end

end ContactExciton
```

The compiler's answer:

```
Main.lean:51:9: error: typeclass instance problem is stuck
  MeasureTheory.IsLocallyFiniteMeasure ?m.410

Note: Lean will not try to resolve this typeclass instance problem because the fourth type argument to `MeasureTheory.IsLocallyFiniteMeasure` is a metavariable. This argument must be fully determined before Lean will try to resolve the typeclass.

Hint: Adding type annotations and supplying implicit arguments to functions can give Lean more information for typeclass resolution. For example, if you have a variable `x` that you intend to be a `Nat`, but Lean reports it as having an unresolved type like `?m`, replacing `x` with `(x : Nat)` can get typeclass resolution un-stuck.
```

This version goes through:

```diff
@@ -44,11 +44,13 @@
     exact Continuous.div (by fun_prop) (by fun_prop)
       (fun p => (by positivity : p.2 ^ 2 + Real.exp p.1 ≠ 0))
-  -- at large binding energy the left-hand side is at most one
+  -- at the energy `g * (L * L ^ n)` the left-hand side is at most one
   have hB : 0 < g * (L * L ^ n) := by positivity
   have hlarge : g * pairIntegral n L (g * (L * L ^ n)) ≤ 1 := by
     have h1 : pairIntegral n L (g * (L * L ^ n)) ≤ L * (L ^ n / (g * (L * L ^ n))) := by
-      have h2 := intervalIntegral.integral_mono_on hL.le
+      have h2 : (∫ k in (0 : ℝ)..L, k ^ n / (k ^ 2 + g * (L * L ^ n))) ≤
+          ∫ _k in (0 : ℝ)..L, L ^ n / (g * (L * L ^ n)) :=
+        intervalIntegral.integral_mono_on hL.le
         ((continuous_integrand n hB).intervalIntegrable 0 L)
-        ((continuous_const (y := L ^ n / (g * (L * L ^ n)))).intervalIntegrable 0 L)
+        (continuous_const.intervalIntegrable 0 L)
         (fun k hk => div_le_div₀ (by positivity) (pow_le_pow_left₀ hk.1 hk.2 n) hB
           (by linarith [sq_nonneg k]))
```

The error is at the first integrability argument of `intervalIntegral.integral_mono_on`, in the step `h2`. That lemma holds for a general measure, which it takes as an implicit argument. Since `h2` was introduced without a stated type, and neither `hL.le` nor the continuity of the integrand names a measure, the measure was still unknown when Lean reached `.intervalIntegrable 0 L`. This needs the measure to be locally finite, and Lean won't search for that instance while the measure is a metavariable, hence "stuck". The later lines that use `h2` come too late to help.

The repair states the inequality `h2` in full. An integral written `∫ k in (0 : ℝ)..L, …` with no measure named uses the standard one, `volume`, so matching the lemma's conclusion against this statement fixes the measure, and the instance can be found.

The other two changes are mere tidying. The value given to `continuous_const` through `(y := …)` can go, as the stated right-hand integral now supplies the constant, and the reworded comment names the energy at which the bound is proved.
